# The trace contraction for massless electron–muon scattering reduces to Minkowski products

An electron scatters off a muon by exchanging a single photon, at energies so high that both masses can be neglected. The beams are unpolarised and the final spins are not observed. How does the scattering probability depend on the four momenta?

Let the electron go from momentum $p$ to $p'$ and the muon from $k$ to $k'$. Summing the squared amplitude over spins turns each fermion line into a trace of Dirac matrices. Apart from the coupling and the photon propagator, what remains is the electron trace contracted with the muon trace over two Lorentz indices. Together with the photon propagator, it gives the angular dependence of the scattering at tree level, as the last section shows. The passage from spinors to traces, through the completeness relation $\sum_{\rm spins}u\bar u=\not p$, is taken as given. The parts below evaluate the contraction.

## Metric, matrices and the quantity to be computed

```lean
import Mathlib

open Matrix

namespace ElectronMuonTrace

noncomputable section
```

Indices run from 0 to 3. The metric has signature $(+,-,-,-)$, and `η` stores only its diagonal entries $\eta_\mu$; the full tensor is written $g^{\mu\nu}$ below.

```lean
/-- The diagonal entries of the Minkowski metric, with signature (+,-,-,-). -/
def η : Fin 4 → ℂ := ![1, -1, -1, -1]
```

The gamma matrices $\gamma^\mu$ are explicit $4\times4$ matrices in the Dirac representation.

```lean
/-- The gamma matrices with upper index, in the Dirac representation. -/
def γ : Fin 4 → Matrix (Fin 4) (Fin 4) ℂ :=
  ![!![1, 0, 0, 0; 0, 1, 0, 0; 0, 0, -1, 0; 0, 0, 0, -1],
    !![0, 0, 0, 1; 0, 0, 1, 0; 0, -1, 0, 0; -1, 0, 0, 0],
    !![0, 0, 0, -Complex.I; 0, 0, Complex.I, 0; 0, Complex.I, 0, 0; -Complex.I, 0, 0, 0],
    !![0, 0, 1, 0; 0, 0, 0, -1; -1, 0, 0, 0; 0, 1, 0, 0]]
```

Lowering an index multiplies by the metric entry: $\gamma_\mu=\eta_\mu\gamma^\mu$, without a sum.

```lean
/-- The gamma matrices with lower index. -/
def γlow (μ : Fin 4) : Matrix (Fin 4) (Fin 4) ℂ := η μ • γ μ
```

The Minkowski product is $a\cdot b=\sum_\mu\eta_\mu a^\mu b^\mu$. Components may be complex, but nothing is conjugated. Real momenta are the special case with real components.

```lean
/-- The Minkowski product of two four-vectors, bilinear also for complex components. -/
def mdot (a b : Fin 4 → ℂ) : ℂ := ∑ μ, η μ * a μ * b μ
```

The slash is $\not a=\sum_\mu\eta_\mu a^\mu\gamma^\mu$.

```lean
/-- The Feynman slash: a four-vector contracted with the gamma matrices. -/
def slash (a : Fin 4 → ℂ) : Matrix (Fin 4) (Fin 4) ℂ := ∑ μ, (η μ * a μ) • γ μ
```

For each $\mu$, let $e_{(\mu)}$ be the vector whose only nonzero component is $\eta_\mu$ in position $\mu$, so that $e_{(\mu)}^\nu=g^{\mu\nu}$. For spatial $\mu$ it is minus the usual unit vector.

```lean
/-- The four-vector whose only nonzero component is `η μ`, in position `μ`. -/
def basisUp (μ : Fin 4) : Fin 4 → ℂ := Pi.single μ (η μ)
```

The quantity of interest is
$$C(a,b,c,d)=\sum_{\mu,\nu}\mathrm{Tr}(\not a\gamma^\mu\not b\gamma^\nu)\,\mathrm{Tr}(\not c\gamma_\mu\not d\gamma_\nu).$$
For the scattering process, $a,b,c,d$ are $p',p,k',k$.

```lean
/-- The product of the two fermion-line traces, contracted over both Lorentz indices. -/
def traceContraction (a b c d : Fin 4 → ℂ) : ℂ :=
  ∑ μ, ∑ ν, (slash a * γ μ * slash b * γ ν).trace *
    (slash c * γlow μ * slash d * γlow ν).trace
```

## (a) A slashed vector as a matrix

**Task.** Write out $\not a$. With $\vec\sigma$ the Pauli matrices and $\vec a=(a^1,a^2,a^3)$, show that
$$\not a=\begin{pmatrix}a^0&-\vec a\cdot\vec\sigma\\ \vec a\cdot\vec\sigma&-a^0\end{pmatrix}.$$

**Solution.** The metric gives $\not a=a^0\gamma^0-a^1\gamma^1-a^2\gamma^2-a^3\gamma^3$. Here $\gamma^0$ has diagonal blocks $1,-1$, and $\gamma^i$ has off-diagonal blocks $\sigma^i,-\sigma^i$. Inserting them gives the result, with
$$\vec a\cdot\vec\sigma=\begin{pmatrix}a^3&a^1-ia^2\\a^1+ia^2&-a^3\end{pmatrix}.$$

```lean
/-- The slashed four-vector written out as a 4x4 matrix. -/
theorem slash_explicit (a : Fin 4 → ℂ) :
    slash a = !![a 0, 0, -a 3, -a 1 + a 2 * Complex.I;
                 0, a 0, -a 1 - a 2 * Complex.I, a 3;
                 a 3, a 1 - a 2 * Complex.I, -a 0, 0;
                 a 1 + a 2 * Complex.I, -a 3, 0, -a 0] := by
  ext i j
  fin_cases i <;> fin_cases j <;> simp [slash, η, γ, Fin.sum_univ_four] <;> ring
```

Lean states all sixteen entries instead of blocks. `fin_cases` splits the claim into one case per entry, and `simp` and `ring` check the cases.

## (b) Exchanging the vectors in a product

**Task.** Show that the Minkowski product is symmetric: $a\cdot b=b\cdot a$.

**Solution.** Each term satisfies $\eta_\mu a^\mu b^\mu=\eta_\mu b^\mu a^\mu$, so the sums agree.

```lean
/-- The Minkowski product is symmetric. -/
theorem mdot_comm (a b : Fin 4 → ℂ) : mdot a b = mdot b a := by
  unfold mdot
  exact Finset.sum_congr rfl fun _ _ => by ring
```

## (c) The anticommutator

**Task.** Find the anticommutator of two slashed vectors:
$$\not a\not b+\not b\not a=2(a\cdot b)\,1.$$

**Solution.** Multiplying the block matrices of (a),
$$\not a\not b=\begin{pmatrix}a^0b^0-(\vec a\cdot\vec\sigma)(\vec b\cdot\vec\sigma)&b^0\,\vec a\cdot\vec\sigma-a^0\,\vec b\cdot\vec\sigma\\ b^0\,\vec a\cdot\vec\sigma-a^0\,\vec b\cdot\vec\sigma&a^0b^0-(\vec a\cdot\vec\sigma)(\vec b\cdot\vec\sigma)\end{pmatrix}.$$
The off-diagonal blocks change sign when $a$ and $b$ are exchanged, so they cancel in the sum. In the diagonal blocks, $(\vec a\cdot\vec\sigma)(\vec b\cdot\vec\sigma)+(\vec b\cdot\vec\sigma)(\vec a\cdot\vec\sigma)=2\,\vec a\cdot\vec b$. This leaves $2(a^0b^0-\vec a\cdot\vec b)=2\,a\cdot b$.

```lean
/-- The Clifford relation: the anticommutator of two slashed four-vectors is twice their
Minkowski product times the unit matrix. -/
theorem slash_anticomm (a b : Fin 4 → ℂ) :
    slash a * slash b + slash b * slash a =
      (2 * mdot a b) • (1 : Matrix (Fin 4) (Fin 4) ℂ) := by
  rw [slash_explicit, slash_explicit]
  ext i j
  -- off-diagonal entries cancel; diagonal ones need I² = -1
  fin_cases i <;> fin_cases j <;>
    simp [Fin.sum_univ_four, mdot, η] <;>
    first
      | ring1
      | linear_combination (2 * a 2 * b 2) * Complex.I_sq
```

Lean makes the same comparison entry by entry. The diagonal entries contain products of two terms that each carry a factor $i$ from $\sigma^2$, and `Complex.I_sq` supplies $i^2=-1$ for them.

## (d) Two slashes under a trace

**Task.** Show that $\mathrm{Tr}(\not a\not b)=4\,a\cdot b$.

**Solution.** Take the trace of (c). The unit matrix has trace 4, so $\mathrm{Tr}(\not a\not b)+\mathrm{Tr}(\not b\not a)=8\,a\cdot b$. The two traces are equal by cyclicity. Divide by 2.

```lean
/-- The trace of two slashed four-vectors is four times their Minkowski product. -/
theorem trace_two (a b : Fin 4 → ℂ) : (slash a * slash b).trace = 4 * mdot a b := by
  have h := congrArg Matrix.trace (slash_anticomm a b)
  simp only [Matrix.trace_add, Matrix.trace_smul, Matrix.trace_one, Fintype.card_fin,
    smul_eq_mul] at h
  rw [Matrix.trace_mul_comm (slash b) (slash a)] at h
  push_cast at h
  linear_combination h / 2
```

## (e) Four slashes under a trace

**Task.** Reduce the trace of four slashed vectors to Minkowski products:
$$\mathrm{Tr}(\not a\not b\not c\not d)=4\big[(a\cdot b)(c\cdot d)-(a\cdot c)(b\cdot d)+(a\cdot d)(b\cdot c)\big].$$

**Solution.** Set $T=\mathrm{Tr}(\not a\not b\not c\not d)$, $X=\mathrm{Tr}(\not a\not c\not d\not b)$ and $Y=\mathrm{Tr}(\not a\not d\not b\not c)$. Anticommute $\not a$ with its right-hand neighbour in each trace, move the new first factor to the end by cyclicity, and use (d):
$$T+X=8(a\cdot b)(c\cdot d),$$
$$X+Y=8(a\cdot c)(b\cdot d),$$
$$Y+T=8(a\cdot d)(b\cdot c).$$
The first equation minus the second plus the third gives $2T$. Halving it gives the claim.

```lean
/-- The trace of four slashed four-vectors as an alternating sum over the three pairings. -/
theorem trace_four (a b c d : Fin 4 → ℂ) :
    (slash a * slash b * slash c * slash d).trace =
      4 * (mdot a b * mdot c d - mdot a c * mdot b d + mdot a d * mdot b c) := by
  have swap : ∀ (x y : Fin 4 → ℂ) (M : Matrix (Fin 4) (Fin 4) ℂ),
      (slash x * slash y * M).trace + (slash y * slash x * M).trace =
        2 * mdot x y * M.trace := by
    intro x y M
    rw [← Matrix.trace_add, ← add_mul, slash_anticomm, smul_mul_assoc, one_mul,
      Matrix.trace_smul, smul_eq_mul]
  have cyc : ∀ x y z w : Matrix (Fin 4) (Fin 4) ℂ,
      (x * y * (z * w)).trace = (y * z * (w * x)).trace := by
    intro x y z w
    simpa only [mul_assoc] using Matrix.trace_mul_comm x (y * (z * w))
  -- carry `slash a` once around the trace
  have h1 := swap a b (slash c * slash d)
  have h2 := swap a c (slash d * slash b)
  have h3 := swap a d (slash b * slash c)
  rw [cyc (slash b), trace_two] at h1
  rw [cyc (slash c), trace_two, mdot_comm d b] at h2
  rw [cyc (slash d), trace_two] at h3
  rw [mul_assoc (slash a * slash b)]
  linear_combination (h1 - h2 + h3) / 2
```

The local facts `swap` and `cyc` are the anticommutation and the cyclic move, and `h1`, `h2`, `h3` become the three equations.

The last line uses `linear_combination`, the device that carries this argument. Given a combination of known equations, it subtracts that combination from the goal and asks the `ring1` tactic to confirm that the remaining identity holds in a commutative ring. Matrices do not commute, but here each trace is a complex number that `ring1` treats as an unknown, like $T$, $X$ and $Y$ above. The order of the matrices has been dealt with beforehand by `swap` and `cyc`. The coefficients in `(h1 - h2 + h3) / 2` are those of the solution by hand.

## (f) A gamma matrix as a slash

**Task.** Express a single gamma matrix through a slashed vector: $\gamma^\mu=\not e_{(\mu)}$.

**Solution.** Only the term with index $\mu$ survives in the slash, and it equals $\eta_\mu\eta_\mu\gamma^\mu=\gamma^\mu$, because $\eta_\mu^2=1$.

```lean
/-- Each gamma matrix is the slash of a basis four-vector. -/
theorem gamma_eq_slash (μ : Fin 4) : γ μ = slash (basisUp μ) := by
  have h : η μ * η μ = 1 := by fin_cases μ <;> simp [η]
  rw [slash, Finset.sum_eq_single μ]
  · rw [basisUp, Pi.single_eq_same, h, one_smul]
  · intro ν _ hν
    rw [basisUp, Pi.single_eq_of_ne hν, mul_zero, zero_smul]
  · intro h'
    exact absurd (Finset.mem_univ μ) h'
```

`Finset.sum_eq_single` isolates the surviving term.

## (g) Reading off a component

**Task.** Show that $a\cdot e_{(\mu)}=a^\mu$.

**Solution.** Again one term survives: $\eta_\mu a^\mu\eta_\mu=a^\mu$.

```lean
/-- The Minkowski product with a basis four-vector picks out a component. -/
theorem mdot_basisUp (a : Fin 4 → ℂ) (μ : Fin 4) : mdot a (basisUp μ) = a μ := by
  have h : η μ * η μ = 1 := by fin_cases μ <;> simp [η]
  rw [mdot, Finset.sum_eq_single μ]
  · rw [basisUp, Pi.single_eq_same]
    linear_combination a μ * h
  · intro ν _ hν
    rw [basisUp, Pi.single_eq_of_ne hν, mul_zero]
  · intro h'
    exact absurd (Finset.mem_univ μ) h'
```

## (h) The contraction of the two traces

**Task.** Evaluate $C$ for arbitrary four-vectors:
$$C(a,b,c,d)=32\big[(a\cdot c)(b\cdot d)+(a\cdot d)(b\cdot c)\big].$$

**Solution.** By (f), the electron trace is a trace of four slashes. Parts (e) and (g) then give
$$\mathrm{Tr}(\not a\gamma^\mu\not b\gamma^\nu)=4\big[a^\mu b^\nu+a^\nu b^\mu-(a\cdot b)g^{\mu\nu}\big].$$
The muon trace has the same form with lower indices. In the product of the two brackets, the terms without a metric tensor contribute $2(a\cdot c)(b\cdot d)+2(a\cdot d)(b\cdot c)$. Each of the two mixed groups contributes $-2(a\cdot b)(c\cdot d)$. The last term contributes $g^{\mu\nu}g_{\mu\nu}(a\cdot b)(c\cdot d)=4(a\cdot b)(c\cdot d)$, which cancels the mixed groups. The prefactor $4\cdot4=16$ completes the result.

```lean
/-- The contraction of the two massless fermion-line traces equals
32 ((a·c)(b·d) + (a·d)(b·c)), for any four-vectors a, b, c, d. -/
theorem traceContraction_eq (a b c d : Fin 4 → ℂ) :
    traceContraction a b c d =
      32 * (mdot a c * mdot b d + mdot a d * mdot b c) := by
  -- the tensor of one fermion line, from the trace of four slashes
  have T : ∀ (x y : Fin 4 → ℂ) (μ ν : Fin 4),
      (slash x * γ μ * slash y * γ ν).trace =
        4 * (x μ * y ν - mdot x y * basisUp μ ν + x ν * y μ) := by
    intro x y μ ν
    rw [gamma_eq_slash μ, gamma_eq_slash ν, trace_four, mdot_comm (basisUp μ) y]
    simp only [mdot_basisUp]
  simp only [traceContraction, γlow, mul_smul_comm, smul_mul_assoc, Matrix.trace_smul,
    smul_eq_mul, T]
  -- contract the two tensors component by component
  simp [Fin.sum_univ_four, mdot, η, basisUp, Pi.single_apply]
  ring
```

The local fact `T` is the tensor of one fermion line. The `simp only` that follows it pulls the metric factors of the lowered matrices out of the trace and inserts `T` for both lines. The contraction is then written out in components and compared by `ring`, where the solution by hand contracts indices. The theorem places no condition on the vectors. Masslessness enters through the form of the traces, since massive fermions would add mass terms to them.

## (i) Mandelstam variables

**Task.** Let $p+k=p'+k'$, with all four momenta lightlike. Using $s=(p+k)^2$ and $u=(p-k')^2$, show that
$$C(p',p,k',k)=8(s^2+u^2).$$

**Solution.** Since the squares of the momenta vanish, $s=2p\cdot k$, and by conservation also $s=2p'\cdot k'$. Likewise $u=-2p\cdot k'$, and since $p-k'=p'-k$, also $u=-2p'\cdot k$. Part (h) gives
$$32\big[(p'\cdot k')(p\cdot k)+(p'\cdot k)(p\cdot k')\big]=32\left[\frac{s^2}{4}+\frac{u^2}{4}\right].$$

```lean
/-- For massless electron-muon scattering p + k → p' + k' with conserved four-momentum, the
contraction is 8 (s² + u²), where s = (p + k)² and u = (p - k')². -/
theorem traceContraction_mandelstam (p k p' k' : Fin 4 → ℂ) (h : p + k = p' + k')
    (hp : mdot p p = 0) (hk : mdot k k = 0) (hp' : mdot p' p' = 0) (hk' : mdot k' k' = 0) :
    traceContraction p' p k' k =
      8 * (mdot (p + k) (p + k) ^ 2 + mdot (p - k') (p - k') ^ 2) := by
  have add_self : ∀ x y : Fin 4 → ℂ,
      mdot (x + y) (x + y) = mdot x x + 2 * mdot x y + mdot y y := by
    intro x y
    simp only [mdot, Fin.sum_univ_four, Pi.add_apply]
    ring
  have sub_self : ∀ x y : Fin 4 → ℂ,
      mdot (x - y) (x - y) = mdot x x - 2 * mdot x y + mdot y y := by
    intro x y
    simp only [mdot, Fin.sum_univ_four, Pi.sub_apply]
    ring
  have h2 : p - k' = p' - k := sub_eq_sub_iff_add_eq_add.mpr h
  -- each invariant is expressed through two different pairs of momenta
  have hs : mdot (p + k) (p + k) = 2 * mdot p k := by
    rw [add_self, hp, hk]; ring
  have hs' : mdot (p + k) (p + k) = 2 * mdot p' k' := by
    rw [h, add_self, hp', hk']; ring
  have hu : mdot (p - k') (p - k') = -2 * mdot p k' := by
    rw [sub_self, hp, hk']; ring
  have hu' : mdot (p - k') (p - k') = -2 * mdot p' k := by
    rw [h2, sub_self, hp', hk]; ring
  rw [traceContraction_eq]
  linear_combination
    -8 * (mdot (p + k) (p + k) * hs' + 2 * mdot p' k' * hs)
    - 8 * (mdot (p - k') (p - k') * hu' - 2 * mdot p' k * hu)
```

The hypothesis `h` is four-momentum conservation, and `hp`, `hk`, `hp'`, `hk'` put the four particles on the massless shell. The facts `hs`, `hs'`, `hu` and `hu'` are the two expressions for each invariant.

## (j) Centre-of-mass angle

**Task.** Let each particle have energy $E$, with the incoming electron along $+z$, the incoming muon along $-z$, and the electron scattered by $\theta$ in the $xz$ plane. Show that
$$C(p',p,k',k)=32E^4\big[4+(1+\cos\theta)^2\big].$$

**Solution.** The momenta are
$$p=(E,0,0,E),\qquad k=(E,0,0,-E),$$
$$p'=(E,E\sin\theta,0,E\cos\theta),\qquad k'=(E,-E\sin\theta,0,-E\cos\theta).$$
Hence $p\cdot k=2E^2$ and $p'\cdot k'=E^2(1+\sin^2\theta+\cos^2\theta)=2E^2$. The crossed products are $p'\cdot k=p\cdot k'=E^2(1+\cos\theta)$. Insert these into (h).

```lean
/-- In the centre-of-mass frame, with massless beams of energy E along the z axis and
scattering angle θ, the contraction is 32 E⁴ (4 + (1 + cos θ)²). -/
theorem traceContraction_centre_of_mass (E θ : ℝ) :
    traceContraction
      ![(E : ℂ), E * Complex.sin θ, 0, E * Complex.cos θ] ![(E : ℂ), 0, 0, E]
      ![(E : ℂ), -(E * Complex.sin θ), 0, -(E * Complex.cos θ)] ![(E : ℂ), 0, 0, -E] =
      32 * (E : ℂ) ^ 4 * (4 + (1 + Complex.cos θ) ^ 2) := by
  rw [traceContraction_eq]
  simp only [mdot, η, Fin.sum_univ_four, Matrix.cons_val]
  -- the outgoing pair enters through sin² θ + cos² θ = 1
  linear_combination (64 * (E : ℂ) ^ 4) * Complex.sin_sq_add_cos_sq (θ : ℂ)

end

end ElectronMuonTrace
```

Energy and angle are real and are read as complex numbers to fit the type of the four-vectors. The final `linear_combination` uses $\sin^2\theta+\cos^2\theta=1$, which is needed only for the outgoing pair.

```lean
#print axioms ElectronMuonTrace.traceContraction_mandelstam
-- 'ElectronMuonTrace.traceContraction_mandelstam' depends on axioms: [propext, Classical.choice, Quot.sound]
#print axioms ElectronMuonTrace.traceContraction_centre_of_mass
-- 'ElectronMuonTrace.traceContraction_centre_of_mass' depends on axioms: [propext, Classical.choice, Quot.sound]
```

## From the contraction to a cross section

In a tree-level calculation the contraction is multiplied by $e^4/t^2$, where $e$ is the elementary charge and $t=(p-p')^2$ comes from the photon propagator. Averaging over the four initial spin states adds a factor $1/4$. In the kinematics of (j), $t=-2E^2(1-\cos\theta)$, so for $E>0$ and $\cos\theta\neq1$ the averaged squared amplitude is
$$\overline{|\mathcal M|^2}=\frac{e^4}{4t^2}\,C=2e^4\,\frac{4+(1+\cos\theta)^2}{(1-\cos\theta)^2}.$$
At $\theta=90^\circ$ this equals $10e^4$. In natural units, dividing by $64\pi^2s$ with $s=4E^2$ gives the differential cross section, which at that angle is $5\alpha^2/(8E^2)$ with $\alpha=e^2/4\pi$. The growth at small angles comes from the propagator, while the contraction stays finite there.
